# Fischer's inequality for positive definite block matrices and the subadditivity of Gaussian entropy

## Can correlations between two Gaussian subsystems only lower the joint entropy?

Let z be a circular complex Gaussian variable with N components and positive definite covariance Γ = E[z zᴴ], where ᴴ is the conjugate transpose. With natural logarithms, its differential entropy is

h(Γ) = N log(πe) + log det Γ.

Now split a system into two parts with m and n components. With a semicolon between block rows, the joint covariance is

M = ( A B ; Bᴴ D ),

where A and D are the covariances of the parts and B is their cross-covariance. I understand that det M ≤ det A · det D, with equality exactly when B = 0, and that this makes h subadditive. I would like to see a rigorous derivation, including the equality case, and a machine-checked proof of it.

## Whitening both parts leaves a trace bound

Yes, both statements hold for every positive definite M. The idea is to rescale each part to unit covariance and then compare a determinant with a trace.

First, A and D are positive definite. For x ≠ 0, the vector (x, 0) gives

0 < (x, 0)ᴴ M (x, 0) = xᴴ A x,

and vectors (0, y) do the same for D.

Next, diagonalise A as A U = U diag(lᵢ), with Uᴴ U = 1 and all lᵢ > 0. Set W = U diag(1/√lᵢ). Then

Wᴴ A W = diag(1/√lᵢ) diag(lᵢ) diag(1/√lᵢ) = 1.

In the same way there is an X with Xᴴ D X = 1. Apply both changes of variables together, with T = ( W 0 ; 0 X ):

Q = Tᴴ M T = ( 1 C ; Cᴴ 1 ), where C = Wᴴ B X.

Since T is invertible, Q is positive definite. Since W and X are invertible, C = 0 exactly when B = 0. Taking determinants of the three relations gives

|det W|² det A = 1,

|det X|² det D = 1,

det Q = |det W|² |det X|² det M = det M / (det A · det D).

It remains to show that det Q ≤ 1. Let qᵢ > 0 be the eigenvalues of Q. Because log x ≤ x − 1 for x > 0,

log det Q = Σᵢ log qᵢ ≤ Σᵢ (qᵢ − 1) = tr Q − (m + n) = 0.

This proves the inequality. Equality forces log qᵢ = qᵢ − 1 for each i, hence every qᵢ = 1. A Hermitian matrix with all eigenvalues 1 is the identity, so C = 0 and B = 0. Conversely, B = 0 gives det M = det A · det D at once.

For the entropy, take logarithms. The constants agree because (m + n) log(πe) = m log(πe) + n log(πe), and the logarithm is strictly increasing, so the equality condition carries over.

In a classical quasi-harmonic analysis of a simulation, where fluctuations are modelled as Gaussian with a positive definite covariance matrix, the determinant inequality means that neglecting the covariance between two groups of coordinates can never lower the entropy estimate.

Here is the complete Lean file.

```lean
import Mathlib

open Matrix
open scoped ComplexOrder

namespace FischerInequality

variable {m n : Type*} [Fintype m] [DecidableEq m] [Fintype n] [DecidableEq n]

/-- A positive definite matrix has a unitary frame of eigenvectors with positive eigenvalues. -/
theorem exists_eigenframe {A : Matrix n n ℂ} (hA : A.PosDef) :
    ∃ (U : Matrix n n ℂ) (l : n → ℝ), (∀ i, 0 < l i) ∧ Uᴴ * U = 1 ∧
      A * U = U * diagonal (fun i => (l i : ℂ)) := by
  refine ⟨Matrix.of fun i j => (hA.isHermitian.eigenvectorBasis j).ofLp i,
    hA.isHermitian.eigenvalues, fun i => hA.eigenvalues_pos i, ?_, ?_⟩
  · ext j k
    have h := orthonormal_iff_ite.mp hA.isHermitian.eigenvectorBasis.orthonormal j k
    rw [Matrix.one_apply, ← h]
    simp only [Matrix.mul_apply, conjTranspose_apply, Matrix.of_apply, PiLp.inner_apply,
      RCLike.inner_apply, RCLike.star_def]
    exact Finset.sum_congr rfl fun i _ => mul_comm _ _
  · ext i k
    have h := congrFun (hA.isHermitian.mulVec_eigenvectorBasis k) i
    rw [Matrix.mul_diagonal]
    refine Eq.trans (show _ = (A *ᵥ (hA.isHermitian.eigenvectorBasis k).ofLp) i from rfl)
      (h.trans ?_)
    simp [mul_comm]

/-- Every positive definite covariance can be whitened, that is, brought to the identity by a
linear change of variables. -/
theorem exists_whitening {A : Matrix n n ℂ} (hA : A.PosDef) :
    ∃ W : Matrix n n ℂ, Wᴴ * A * W = 1 := by
  obtain ⟨U, l, hl, hU, hAU⟩ := exists_eigenframe hA
  -- rescale each eigenvector by the inverse root of its eigenvalue
  set S : Matrix n n ℂ := diagonal (fun i => (((√(l i))⁻¹ : ℝ) : ℂ)) with hSdef
  have hS : Sᴴ = S := by
    rw [hSdef, diagonal_conjTranspose]
    congr 1
    funext i
    exact Complex.conj_ofReal _
  refine ⟨U * S, ?_⟩
  calc (U * S)ᴴ * A * (U * S) = S * (Uᴴ * (A * U)) * S := by
        rw [conjTranspose_mul, hS]
        simp only [Matrix.mul_assoc]
    _ = S * diagonal (fun i => (l i : ℂ)) * S := by
        rw [hAU, ← Matrix.mul_assoc Uᴴ, hU, Matrix.one_mul]
    _ = 1 := by
        rw [hSdef, diagonal_mul_diagonal, diagonal_mul_diagonal, ← diagonal_one]
        congr 1
        funext i
        have key : ∀ s : ℝ, 0 < s → s⁻¹ * s ^ 2 * s⁻¹ = 1 := by
          intro s hs
          field_simp
        have h := key _ (Real.sqrt_pos.mpr (hl i))
        rw [Real.sq_sqrt (hl i).le] at h
        exact_mod_cast h

/-- An invertible linear change of variables keeps a covariance positive definite. -/
theorem posDef_congruence {M W V : Matrix n n ℂ} (hM : M.PosDef) (hV : V * W = 1) :
    (Wᴴ * M * W).PosDef := by
  refine Matrix.posDef_iff_dotProduct_mulVec.mpr ⟨?_, ?_⟩
  · unfold Matrix.IsHermitian
    rw [conjTranspose_mul, conjTranspose_mul, conjTranspose_conjTranspose,
      hM.isHermitian.eq, Matrix.mul_assoc]
  · intro x hx
    have hne : W *ᵥ x ≠ 0 := by
      intro h
      apply hx
      have h' := congrArg (fun y => V *ᵥ y) h
      simpa [Matrix.mulVec_mulVec, hV] using h'
    have h := hM.dotProduct_mulVec_pos hne
    rw [Matrix.star_mulVec, ← Matrix.dotProduct_mulVec] at h
    simpa only [Matrix.mulVec_mulVec, Matrix.mul_assoc] using h

omit [DecidableEq m] [DecidableEq n] in
/-- The covariances of the two subsystems are positive definite if the joint one is. -/
theorem posDef_blocks {A : Matrix m m ℂ} {B : Matrix m n ℂ} {D : Matrix n n ℂ}
    (hM : (fromBlocks A B Bᴴ D).PosDef) : A.PosDef ∧ D.PosDef := by
  have hH := Matrix.isHermitian_fromBlocks_iff.mp hM.isHermitian
  constructor
  · refine Matrix.posDef_iff_dotProduct_mulVec.mpr ⟨hH.1, ?_⟩
    intro x hx
    have h := hM.dotProduct_mulVec_pos (x := Sum.elim x (0 : n → ℂ))
      (fun h => hx (by funext i; simpa using congrFun h (Sum.inl i)))
    simpa [fromBlocks_mulVec, dotProduct, Fintype.sum_sum_type] using h
  · refine Matrix.posDef_iff_dotProduct_mulVec.mpr ⟨hH.2.2.2, ?_⟩
    intro x hx
    have h := hM.dotProduct_mulVec_pos (x := Sum.elim (0 : m → ℂ) x)
      (fun h => hx (by funext i; simpa using congrFun h (Sum.inr i)))
    simpa [fromBlocks_mulVec, dotProduct, Fintype.sum_sum_type] using h

/-- For a positive definite matrix the logarithm of the determinant is at most the trace minus
the dimension, with equality only for the identity. -/
theorem log_det_le_trace_sub_card {Q : Matrix n n ℂ} (hQ : Q.PosDef) :
    Real.log Q.det.re ≤ Q.trace.re - Fintype.card n ∧
      (Real.log Q.det.re = Q.trace.re - Fintype.card n ↔ Q = 1) := by
  obtain ⟨U, l, hl, hU, hQU⟩ := exists_eigenframe hQ
  have hU' : U * Uᴴ = 1 := mul_eq_one_comm.mp hU
  have hQ' : Q = U * diagonal (fun i => (l i : ℂ)) * Uᴴ := by
    rw [← hQU, Matrix.mul_assoc, hU', Matrix.mul_one]
  have hdet : Q.det.re = ∏ i, l i := by
    have hd : U.det * Uᴴ.det = 1 := by rw [← det_mul, hU', det_one]
    have h : Q.det = ∏ i, (l i : ℂ) := by
      rw [hQ', det_mul, det_mul, det_diagonal]
      linear_combination (∏ i, (l i : ℂ)) * hd
    rw [h, ← Complex.ofReal_prod, Complex.ofReal_re]
  have htr : Q.trace.re = ∑ i, l i := by
    rw [hQ', trace_mul_comm, ← Matrix.mul_assoc, hU, Matrix.one_mul, trace_diagonal,
      ← Complex.ofReal_sum, Complex.ofReal_re]
  -- the gap is a sum of non-negative terms, one for each eigenvalue
  have hgap : Q.trace.re - Fintype.card n - Real.log Q.det.re
      = ∑ i, (l i - 1 - Real.log (l i)) := by
    rw [hdet, htr, Real.log_prod]
    · simp [Finset.sum_sub_distrib]
    · intro i _
      exact (hl i).ne'
  have hpos : ∀ i ∈ Finset.univ, 0 ≤ l i - 1 - Real.log (l i) := fun i _ => by
    linarith [Real.log_le_sub_one_of_pos (hl i)]
  refine ⟨by linarith [Finset.sum_nonneg hpos], fun h => ?_, fun h => by rw [h]; simp⟩
  have hz := (Finset.sum_eq_zero_iff_of_nonneg hpos).mp (by linarith)
  have hone : ∀ i, l i = 1 := fun i => by
    by_contra hne
    linarith [Real.log_lt_sub_one_of_pos (hl i) hne, hz i (Finset.mem_univ i)]
  rw [hQ']
  simp [hone, hU']

/-- For a positive definite joint covariance there is a positive definite matrix with identity
diagonal blocks and off-diagonal block `C` whose determinant is the ratio of the joint determinant
to the product of the separate ones, and `C` vanishes exactly when `B` does. -/
theorem exists_correlation {A : Matrix m m ℂ} {B : Matrix m n ℂ} {D : Matrix n n ℂ}
    (hM : (fromBlocks A B Bᴴ D).PosDef) :
    ∃ C : Matrix m n ℂ, (fromBlocks 1 C Cᴴ 1).PosDef ∧
      (fromBlocks A B Bᴴ D).det = A.det * D.det * (fromBlocks 1 C Cᴴ 1).det ∧
      (C = 0 ↔ B = 0) := by
  obtain ⟨W, h1⟩ := exists_whitening (posDef_blocks hM).1
  obtain ⟨X, h2⟩ := exists_whitening (posDef_blocks hM).2
  have hQ : (fromBlocks W 0 0 X)ᴴ * fromBlocks A B Bᴴ D * fromBlocks W 0 0 X
      = fromBlocks 1 (Wᴴ * B * X) (Wᴴ * B * X)ᴴ 1 := by
    rw [fromBlocks_conjTranspose, fromBlocks_multiply, fromBlocks_multiply]
    simp only [conjTranspose_zero, Matrix.zero_mul, Matrix.mul_zero, add_zero, zero_add,
      h1, h2, conjTranspose_mul, conjTranspose_conjTranspose]
    rw [Matrix.mul_assoc Xᴴ]
  refine ⟨Wᴴ * B * X, ?_, ?_, fun hC => ?_, fun hB => by simp [hB]⟩
  · rw [← hQ]
    refine posDef_congruence (V := fromBlocks (Wᴴ * A) 0 0 (Xᴴ * D)) hM ?_
    rw [fromBlocks_multiply]
    simp [h1, h2]
  · have d1 := congrArg Matrix.det h1
    have d2 := congrArg Matrix.det h2
    have d3 := congrArg Matrix.det hQ
    rw [fromBlocks_conjTranspose, conjTranspose_zero, conjTranspose_zero, det_mul, det_mul,
      det_fromBlocks_zero₂₁, det_fromBlocks_zero₂₁] at d3
    rw [det_mul, det_mul, det_one] at d1 d2
    linear_combination A.det * D.det * d3
      - (fromBlocks A B Bᴴ D).det * (Xᴴ.det * D.det * X.det) * d1
      - (fromBlocks A B Bᴴ D).det * d2
  · -- undo the whitening
    have g1 : A * W * Wᴴ = 1 := mul_eq_one_comm.mp (by rw [← Matrix.mul_assoc, h1])
    have g2 : X * (Xᴴ * D) = 1 := mul_eq_one_comm.mp h2
    calc B = (A * W * Wᴴ) * B * (X * (Xᴴ * D)) := by
          rw [g1, g2, Matrix.one_mul, Matrix.mul_one]
      _ = A * W * (Wᴴ * B * X) * (Xᴴ * D) := by simp only [Matrix.mul_assoc]
      _ = 0 := by rw [hC]; simp

/-- **Fischer's inequality**: the determinant of a positive definite block matrix is at most the
product of the determinants of its diagonal blocks, with equality exactly when the off-diagonal
block vanishes. -/
theorem fischer_inequality {A : Matrix m m ℂ} {B : Matrix m n ℂ} {D : Matrix n n ℂ}
    (hM : (fromBlocks A B Bᴴ D).PosDef) :
    (fromBlocks A B Bᴴ D).det ≤ A.det * D.det ∧
      ((fromBlocks A B Bᴴ D).det = A.det * D.det ↔ B = 0) := by
  obtain ⟨C, hC, hdet, hCB⟩ := exists_correlation hM
  have had : 0 < A.det * D.det :=
    mul_pos (posDef_blocks hM).1.det_pos (posDef_blocks hM).2.det_pos
  obtain ⟨hlog, heq⟩ := log_det_le_trace_sub_card hC
  -- a correlation matrix has trace equal to its dimension
  have htr : (fromBlocks 1 C Cᴴ 1).trace.re - (Fintype.card (m ⊕ n) : ℝ) = 0 := by
    simp [Matrix.trace, Fintype.sum_sum_type]
  rw [htr] at hlog heq
  have hq : (fromBlocks 1 C Cᴴ 1).det ≤ 1 := by
    refine Complex.le_def.mpr ⟨?_, ?_⟩
    · by_contra h
      exact not_lt_of_ge hlog (Real.log_pos (by simpa using h))
    · simpa using (Complex.lt_def.mp hC.det_pos).2.symm
  rw [hdet]
  refine ⟨by simpa using mul_le_mul_of_nonneg_left hq had.le, fun h => ?_, fun h => ?_⟩
  · have h1 := mul_left_cancel₀ had.ne' (h.trans (mul_one _).symm)
    have hQ := heq.mp (by rw [h1]; simp)
    refine hCB.mp ?_
    ext i j
    simpa [Matrix.one_apply] using congrFun (congrFun hQ (Sum.inl i)) (Sum.inr j)
  · rw [hCB.mpr h]
    simp

/-- Differential entropy of a circular complex Gaussian variable with positive definite
covariance `Γ`. -/
noncomputable def gaussianEntropy (Γ : Matrix n n ℂ) : ℝ :=
  Fintype.card n * Real.log (Real.pi * Real.exp 1) + Real.log Γ.det.re

/-- Gaussian entropy is subadditive, and it is additive exactly when the cross-covariance of the
two subsystems vanishes. -/
theorem gaussianEntropy_subadditive {A : Matrix m m ℂ} {B : Matrix m n ℂ} {D : Matrix n n ℂ}
    (hM : (fromBlocks A B Bᴴ D).PosDef) :
    gaussianEntropy (fromBlocks A B Bᴴ D) ≤ gaussianEntropy A + gaussianEntropy D ∧
      (gaussianEntropy (fromBlocks A B Bᴴ D) = gaussianEntropy A + gaussianEntropy D ↔
        B = 0) := by
  obtain ⟨hle, heq⟩ := fischer_inequality hM
  obtain ⟨ha, ha'⟩ := Complex.lt_def.mp (posDef_blocks hM).1.det_pos
  obtain ⟨hd, _⟩ := Complex.lt_def.mp (posDef_blocks hM).2.det_pos
  obtain ⟨hm, _⟩ := Complex.lt_def.mp hM.det_pos
  rw [Complex.zero_re] at ha hd hm
  rw [Complex.zero_im] at ha'
  have hre : (A.det * D.det).re = A.det.re * D.det.re := by
    rw [Complex.mul_re, ← ha', zero_mul, sub_zero]
  obtain ⟨hler, hlei⟩ := Complex.le_def.mp hle
  have hlog := Real.log_mul ha.ne' hd.ne'
  have hmono := Real.log_le_log hm hler
  rw [hre, hlog] at hmono
  unfold gaussianEntropy
  rw [Fintype.card_sum, Nat.cast_add]
  refine ⟨by linarith, fun h => heq.mp (Complex.ext ?_ hlei), fun h => ?_⟩
  · rw [hre]
    exact Real.log_injOn_pos (Set.mem_Ioi.mpr hm) (Set.mem_Ioi.mpr (mul_pos ha hd))
      (by linarith)
  · rw [heq.mpr h, hre, hlog]
    ring

end FischerInequality
```

```lean
#print axioms FischerInequality.fischer_inequality
#print axioms FischerInequality.gaussianEntropy_subadditive
```

```
'FischerInequality.fischer_inequality' depends on axioms: [propext, Classical.choice, Quot.sound]
'FischerInequality.gaussianEntropy_subadditive' depends on axioms: [propext, Classical.choice, Quot.sound]
```

## What the two main theorems say

In `fischer_inequality`, `m` and `n` are finite index types that label the components of the two parts, and either may be empty. The matrix `fromBlocks A B Bᴴ D` is M, indexed by the disjoint union `m ⊕ n`. The only hypothesis is `PosDef`, which contains Hermiticity: physically, every nonzero linear combination of the components fluctuates.

The determinants are complex numbers, compared in the order opened by `ComplexOrder`: z ≤ w means that the real parts are ordered and the imaginary parts are equal.

In `gaussianEntropy_subadditive`, the entropy is the function `gaussianEntropy`, defined by the formula for h with the real part of the determinant. The file takes this formula as a definition and does not derive it by integrating a probability density. It is a classical differential entropy, not the von Neumann entropy of a quantum Gaussian state.

## How the lemmas follow the derivation

`exists_eigenframe` puts Mathlib's orthonormal eigenvectors into the columns of U, and `exists_whitening` rescales them. `posDef_blocks` uses the test vectors (x, 0) and (0, y), written with `Sum.elim`. `posDef_congruence` shows that an invertible change of variables preserves positive definiteness: the left inverse `V` guarantees that Wx ≠ 0 when x ≠ 0.

`exists_correlation` constructs C. Its `linear_combination` step combines the three determinant relations without dividing. To recover B from C = 0, it uses

B = (A W) (Wᴴ B X) (Xᴴ D).

`log_det_le_trace_sub_card` is the trace bound with its equality case. `fischer_inequality` applies it to Q, multiplies det Q ≤ 1 by the positive number det A · det D, and in the equality case reads C = 0 from the off-diagonal entries of Q = 1. The entropy theorem then uses `Real.log_le_log` for the inequality and `Real.log_injOn_pos` to return from equal logarithms to equal determinants.

## From one scalar equation to every eigenvalue

The equality case turns on `Finset.sum_eq_zero_iff_of_nonneg`: a finite sum of non-negative terms is zero exactly when each term is zero. The lemma `log_det_le_trace_sub_card` first writes the gap in the trace bound, `hgap`, as a sum of the terms `l i - 1 - Real.log (l i)`. If the gap vanishes, so does each term, and the strict inequality `Real.log_lt_sub_one_of_pos` leaves only `l i = 1`. A single equation between numbers thereby fixes the whole matrix.

## Singular covariances spoil the equality condition

Replacing "positive definite" by "positive semidefinite" looks harmless, but it makes the equality condition false. Take A = diag(1, 0), B = (1/2, 0)ᵀ and D = 1. The joint matrix is positive semidefinite, and

det M = 0 = det A · det D,

although B ≠ 0. A component that does not fluctuate makes both sides vanish and hides the correlation between the others.
